# Only occupied–virtual pairs enter the linearised Sham–Schlüter frequency integral of a static perturbation

We measure orbital energies from the chemical potential and place the frequency on the imaginary axis. Occupation is then the sign of an energy: negative for occupied orbitals, positive for virtual ones. An orbital of energy $a\neq0$ has the propagator $g_a(w)=1/(\mathrm i w-a)$, with $w$ real. Define

$$J(a,b)=\frac1{2\pi}\int_{-\infty}^{\infty}g_a(w)\,g_b(w)\,dw .$$

For nonzero $a,b$ of the same sign, $J(a,b)=0$; for $a<0<b$, $J(a,b)=J(b,a)=1/(a-b)$.

Real-frequency, time-ordered propagators would instead carry occupation in the sign of an infinitesimal shift $\pm\mathrm i\eta$. The integral would then need a limit $\eta\to0$ and would acquire a factor $\mathrm i$.

## From partial fractions to the OEP equation

Since $|g_a|^2=1/(w^2+a^2)$, the integrand obeys $|g_ag_b|\le|g_a|^2+|g_b|^2$, a sum of integrable Lorentzians. Writing $g_a=-(a+\mathrm i w)/(w^2+a^2)$ gives the primitive

$$P_a(w)=-\arctan(w/a)-\tfrac{\mathrm i}{2}\ln(w^2+a^2).$$

For $a\ne b$, partial fractions give $g_ag_b=(g_a-g_b)/(a-b)$, and

$$P_a-P_b=\arctan\frac wb-\arctan\frac wa+\frac{\mathrm i}{2}\ln\frac{w^2+b^2}{w^2+a^2}\;\longrightarrow\;\pm\frac\pi2(\operatorname{sgn}b-\operatorname{sgn}a)$$

as $w\to\pm\infty$. Subtracting the two limits and dividing by $2\pi(a-b)$,

$$J(a,b)=\frac{\operatorname{sgn}b-\operatorname{sgn}a}{2(a-b)},$$

which gives both cases; the order of the factors is immaterial. For $a=b$, the primitive of $g_a^2$ is $\mathrm i g_a$, which vanishes at both ends.

The full Sham–Schlüter equation contains one interacting and one Kohn–Sham propagator. We treat its linearised form, in which both are the Kohn–Sham propagator. Take finitely many orbitals $\varphi_p$ with energies $e_p\ne0$ and a static matrix $D_{pq}$, physically the exchange self-energy minus the local exchange potential. In orbital sums, $i$ labels occupied and $a$ virtual orbitals. Let $S(r)$ be the integral over all $w$ of $\sum_{pq}\varphi_pD_{pq}\varphi_q^*\,g_{e_p}(w)\,g_{e_q}(w)$ at the point $r$, divided by $2\pi$. Integrating term by term,

$$S(r)=\sum_{pq}\varphi_pD_{pq}\varphi_q^*J(e_p,e_q)=\sum_{i,a}\frac{\varphi_iD_{ia}\varphi_a^*+\varphi_aD_{ai}\varphi_i^*}{e_i-e_a},$$

with all orbitals evaluated at $r$. If $D$ is Hermitian, the two numerators are complex conjugates, so

$$S(r)=2\,\mathrm{Re}\sum_{i,a}\frac{\varphi_iD_{ia}\varphi_a^*}{e_i-e_a}.$$

When $D$ is the exchange difference above, the vanishing of $S(r)$ is the exchange-only optimised effective potential (OEP) equation at $r$. For a finite orbital set and static exchange, the equation can therefore be assembled without frequency quadrature.

## Propagators and integrals in Lean

```lean
import Mathlib

open Filter Topology MeasureTheory Complex ComplexConjugate

namespace ShamSchlueterFrequency

noncomputable section
```

`propagator` is $g_e(w)$, and `pairIntegral` is $J$.

```lean
/-- The propagator of an orbital of energy `e`, measured from the chemical potential,
at the imaginary frequency `i w`. -/
def propagator (e w : ℝ) : ℂ := 1 / (I * (w : ℂ) - (e : ℂ))

/-- The frequency integral of a product of two propagators, divided by `2 π`. -/
def pairIntegral (a b : ℝ) : ℂ :=
  1 / (2 * (Real.pi : ℂ)) * ∫ w : ℝ, propagator a w * propagator b w

/-- An arctangent and a logarithm that, for nonzero `a`, together form a primitive of the
propagator. -/
def primitive (a w : ℝ) : ℂ :=
  -(Real.arctan (w / a) : ℂ) - (Real.log (w ^ 2 + a ^ 2) : ℂ) / 2 * I
```

In `shamSchlueter`, `ι` indexes the orbitals and `X` is any set of points. The orbitals need not be orthonormal, and `D` is an arbitrary matrix, not constructed from exchange.

```lean
/-- The linearised Sham-Schlüter integral at the point `r`: the frequency integral of `G D G` on the
diagonal, divided by `2 π`, for orbitals `φ p` of energy `e p` and a static perturbation `D`. -/
def shamSchlueter {ι X : Type*} [Fintype ι] (e : ι → ℝ) (φ : ι → X → ℂ)
    (D : Matrix ι ι ℂ) (r : X) : ℂ :=
  1 / (2 * (Real.pi : ℂ)) * ∫ w : ℝ, ∑ p, ∑ q,
    φ p r * D p q * conj (φ q r) * (propagator (e p) w * propagator (e q) w)
```

## Convergence and the primitive

The real part of the denominator is $-a$, so it never vanishes.

```lean
/-- An orbital away from the chemical potential has no pole on the imaginary axis. -/
theorem denominator_ne_zero {a : ℝ} (ha : a ≠ 0) (w : ℝ) : I * (w : ℂ) - (a : ℂ) ≠ 0 := by
  intro h
  have h' := congrArg Complex.re h
  simp at h'
  exact ha h'
```

The Lorentzian bound gives absolute integrability. This matters because Lean assigns the value zero to a non-integrable integral.

```lean
/-- The product of two propagators with nonzero energies is absolutely integrable over all
frequencies. -/
theorem integrable_propagator_mul {a b : ℝ} (ha : a ≠ 0) (hb : b ≠ 0) :
    Integrable (fun w : ℝ => propagator a w * propagator b w) := by
  have lor : ∀ c : ℝ, c ≠ 0 → Integrable (fun w : ℝ => (w ^ 2 + c ^ 2)⁻¹) := by
    intro c hc
    refine ((integrable_inv_one_add_sq.comp_div hc).const_mul (c ^ 2)⁻¹).congr
      (Eventually.of_forall fun w => ?_)
    show (c ^ 2)⁻¹ * (1 + (w / c) ^ 2)⁻¹ = (w ^ 2 + c ^ 2)⁻¹
    rw [← mul_inv]
    congr 1
    field_simp
    ring
  have nsq : ∀ c w : ℝ, ‖propagator c w‖ ^ 2 = (w ^ 2 + c ^ 2)⁻¹ := by
    intro c w
    rw [propagator, norm_div, norm_one, div_pow, one_pow, one_div, Complex.sq_norm,
      Complex.normSq_apply]
    congr 1
    simp
    ring
  have cont : ∀ c : ℝ, c ≠ 0 → Continuous (propagator c) := fun c hc =>
    continuous_const.div (by fun_prop) (denominator_ne_zero hc)
  -- the product is dominated by a sum of two Lorentzians
  refine ((lor a ha).add (lor b hb)).mono' ((cont a ha).mul (cont b hb)).aestronglyMeasurable
    (Eventually.of_forall fun w => ?_)
  show ‖propagator a w * propagator b w‖ ≤ (w ^ 2 + a ^ 2)⁻¹ + (w ^ 2 + b ^ 2)⁻¹
  rw [norm_mul, ← nsq a w, ← nsq b w]
  nlinarith [sq_nonneg (‖propagator a w‖ - ‖propagator b w‖),
    sq_nonneg ‖propagator a w‖, sq_nonneg ‖propagator b w‖]
```

Differentiating the arctangent and the logarithm separately recovers the propagator.

```lean
/-- For a nonzero energy, the frequency derivative of `primitive` is the propagator. -/
theorem hasDerivAt_primitive {a : ℝ} (ha : a ≠ 0) (w : ℝ) :
    HasDerivAt (primitive a) (propagator a w) w := by
  have hne : w ^ 2 + a ^ 2 ≠ 0 := by positivity
  have hc : (w : ℂ) ^ 2 + (a : ℂ) ^ 2 ≠ 0 := by exact_mod_cast hne
  have h1 : HasDerivAt (fun x : ℝ => Real.arctan (x / a)) (a / (w ^ 2 + a ^ 2)) w := by
    refine ((hasDerivAt_id' w).div_const a).arctan.congr_deriv ?_
    have e : 1 + (w / a) ^ 2 = (w ^ 2 + a ^ 2) / a ^ 2 := by
      field_simp
      ring
    rw [e]
    field_simp
  have h2 : HasDerivAt (fun x : ℝ => Real.log (x ^ 2 + a ^ 2)) (2 * w / (w ^ 2 + a ^ 2)) w :=
    (((hasDerivAt_pow 2 w).add_const (a ^ 2)).log hne).congr_deriv (by norm_num)
  have h := h1.ofReal_comp.fun_neg.fun_sub ((h2.ofReal_comp.div_const 2).mul_const I)
  refine h.congr_deriv ?_
  have e : propagator a w = -((a : ℂ) + w * I) / ((w : ℂ) ^ 2 + (a : ℂ) ^ 2) := by
    rw [propagator, div_eq_div_iff (denominator_ne_zero ha w) hc]
    linear_combination (w : ℂ) ^ 2 * I_sq
  rw [e]
  push_cast
  ring
```

The next lemma covers both ends of the axis through a general filter `l`: the logarithms cancel, and the arctangent limits `s` and `t` remain.

```lean
/-- At large frequency the logarithms of two primitives cancel and only the limits of the
arctangents remain. -/
theorem tendsto_primitive_sub {a b s t : ℝ} (ha : a ≠ 0) (hb : b ≠ 0) {l : Filter ℝ}
    (hl : Tendsto (fun w : ℝ => w ^ 2) l atTop)
    (hs : Tendsto (fun w : ℝ => Real.arctan (w / a)) l (𝓝 s))
    (ht : Tendsto (fun w : ℝ => Real.arctan (w / b)) l (𝓝 t)) :
    Tendsto (fun w => primitive a w - primitive b w) l (𝓝 ((t - s : ℝ) : ℂ)) := by
  have hlog : Tendsto (fun w : ℝ => Real.log (w ^ 2 + b ^ 2) - Real.log (w ^ 2 + a ^ 2))
      l (𝓝 0) := by
    have h1 : Tendsto (fun w : ℝ => w ^ 2 + a ^ 2) l atTop :=
      tendsto_atTop_add_const_right l _ hl
    have h2 : Tendsto (fun w : ℝ => 1 + (b ^ 2 - a ^ 2) / (w ^ 2 + a ^ 2)) l (𝓝 (1 + 0)) :=
      tendsto_const_nhds.add (tendsto_const_nhds.div_atTop h1)
    have h3 := h2.log (by norm_num)
    rw [add_zero, Real.log_one] at h3
    refine h3.congr fun w => ?_
    have ha' : w ^ 2 + a ^ 2 ≠ 0 := by positivity
    have hb' : w ^ 2 + b ^ 2 ≠ 0 := by positivity
    rw [← Real.log_div hb' ha']
    congr 1
    field_simp
    ring
  have h : Tendsto (fun w : ℝ => ((Real.arctan (w / b) - Real.arctan (w / a) : ℝ) : ℂ) +
      (((Real.log (w ^ 2 + b ^ 2) - Real.log (w ^ 2 + a ^ 2)) / 2 : ℝ) : ℂ) * I) l
      (𝓝 (((t - s : ℝ) : ℂ) + ((0 / 2 : ℝ) : ℂ) * I)) :=
    ((Complex.continuous_ofReal.tendsto _).comp (ht.sub hs)).add
      (((Complex.continuous_ofReal.tendsto _).comp (hlog.div_const 2)).mul_const I)
  have h0 : ((t - s : ℝ) : ℂ) + ((0 / 2 : ℝ) : ℂ) * I = ((t - s : ℝ) : ℂ) := by simp
  rw [h0] at h
  refine h.congr fun w => ?_
  simp only [primitive, Complex.ofReal_sub, Complex.ofReal_div, Complex.ofReal_ofNat]
  ring
```

## Values of the pair integral

Here `top` and `bot` supply the arctangent limits, `hder` is the partial-fraction step, and `key` applies the fundamental theorem of calculus on the whole line.

```lean
/-- For two different nonzero energies the pair integral is fixed by their signs and their
difference. -/
theorem pairIntegral_of_ne {a b : ℝ} (ha : a ≠ 0) (hb : b ≠ 0) (hab : a ≠ b) :
    pairIntegral a b = ((Real.sign b - Real.sign a : ℝ) : ℂ) / (2 * ((a : ℂ) - b)) := by
  have hab' : (a : ℂ) - b ≠ 0 := sub_ne_zero.2 (by exact_mod_cast hab)
  have hpi : (Real.pi : ℂ) ≠ 0 := by exact_mod_cast Real.pi_ne_zero
  have hpos : ∀ c : ℝ, 0 < c →
      Tendsto (fun w : ℝ => Real.arctan (w / c)) atTop (𝓝 (Real.pi / 2)) := fun c hc =>
    (Real.tendsto_arctan_atTop.mono_right nhdsWithin_le_nhds).comp
      (tendsto_id.atTop_div_const hc)
  have top : ∀ c : ℝ, c ≠ 0 → Tendsto (fun w : ℝ => Real.arctan (w / c)) atTop
      (𝓝 (Real.sign c * (Real.pi / 2))) := by
    intro c hc
    rcases lt_or_gt_of_ne hc with h | h
    · rw [Real.sign_of_neg h, neg_one_mul]
      exact (hpos (-c) (neg_pos.2 h)).neg.congr fun w => by
        rw [div_neg, Real.arctan_neg, neg_neg]
    · rw [Real.sign_of_pos h, one_mul]
      exact hpos c h
  have bot : ∀ c : ℝ, c ≠ 0 → Tendsto (fun w : ℝ => Real.arctan (w / c)) atBot
      (𝓝 (-(Real.sign c * (Real.pi / 2)))) := fun c hc =>
    ((top c hc).comp tendsto_neg_atBot_atTop).neg.congr fun w => by
      simp [Function.comp_apply, neg_div, Real.arctan_neg]
  have sqt : Tendsto (fun w : ℝ => w ^ 2) atTop atTop := tendsto_pow_atTop two_ne_zero
  have sqb : Tendsto (fun w : ℝ => w ^ 2) atBot atTop :=
    (sqt.comp tendsto_neg_atBot_atTop).congr fun w => neg_sq w
  -- partial fractions
  have hder : ∀ w : ℝ, HasDerivAt (fun w => (primitive a w - primitive b w) / ((a : ℂ) - b))
      (propagator a w * propagator b w) w := by
    intro w
    refine (((hasDerivAt_primitive ha w).fun_sub (hasDerivAt_primitive hb w)).div_const
      ((a : ℂ) - b)).congr_deriv ?_
    have h1 := denominator_ne_zero ha w
    have h2 := denominator_ne_zero hb w
    rw [div_eq_iff hab', propagator, propagator]
    field_simp
    ring
  have key := integral_of_hasDerivAt_of_tendsto hder (integrable_propagator_mul ha hb)
    ((tendsto_primitive_sub ha hb sqb (bot a ha) (bot b hb)).div_const _)
    ((tendsto_primitive_sub ha hb sqt (top a ha) (top b hb)).div_const _)
  rw [pairIntegral, key]
  push_cast
  field_simp
  ring
```

The hypothesis `0 < a * b` says that both energies are nonzero and share a sign. Equal energies are treated separately, with the primitive $\mathrm i g_a$.

```lean
/-- Two orbitals on the same side of the chemical potential have a vanishing pair integral. -/
theorem pairIntegral_same_sign {a b : ℝ} (h : 0 < a * b) : pairIntegral a b = 0 := by
  have ha : a ≠ 0 := left_ne_zero_of_mul h.ne'
  have hb : b ≠ 0 := right_ne_zero_of_mul h.ne'
  by_cases hab : a = b
  · subst hab
    -- equal energies: the double pole has the primitive `i / (i w - a)`
    have lim : ∀ l : Filter ℝ, Tendsto (fun w : ℝ => |w|) l atTop →
        Tendsto (fun w => I * propagator a w) l (𝓝 0) := by
      intro l hl
      have hz : Tendsto (fun w : ℝ => ‖I * (w : ℂ) - (a : ℂ)‖) l atTop :=
        tendsto_atTop_mono (fun w => by
          simpa using Complex.abs_im_le_norm (I * (w : ℂ) - (a : ℂ))) hl
      rw [tendsto_zero_iff_norm_tendsto_zero]
      exact (tendsto_inv_atTop_zero.comp hz).congr fun w => by simp [propagator]
    have hder : ∀ w : ℝ, HasDerivAt (fun w => I * propagator a w)
        (propagator a w * propagator a w) w := by
      intro w
      have h1 : HasDerivAt (fun x : ℝ => I * (x : ℂ) - (a : ℂ)) I w :=
        (((hasDerivAt_id' w).ofReal_comp.const_mul I).sub_const (a : ℂ)).congr_deriv (by simp)
      have alg : ∀ z : ℂ, I * ((0 * z - 1 * I) / z ^ 2) = 1 / z * (1 / z) := fun z => by
        linear_combination (-(1 / z * (1 / z))) * I_sq
      exact (((hasDerivAt_const w (1 : ℂ)).fun_div h1
        (denominator_ne_zero ha w)).const_mul I).congr_deriv (alg _)
    rw [pairIntegral, integral_of_hasDerivAt_of_tendsto hder (integrable_propagator_mul ha ha)
      (lim _ tendsto_abs_atBot_atTop) (lim _ tendsto_abs_atTop_atTop), sub_zero, mul_zero]
  · rw [pairIntegral_of_ne ha hb hab]
    rcases mul_pos_iff.mp h with ⟨h1, h2⟩ | ⟨h1, h2⟩
    · simp [Real.sign_of_pos h1, Real.sign_of_pos h2]
    · simp [Real.sign_of_neg h1, Real.sign_of_neg h2]
```

For opposite signs, the general formula gives one order and commutativity the other.

```lean
/-- An occupied energy `a` and a virtual energy `b` give the pair integral `1 / (a - b)`, in
either order of the two propagators. -/
theorem pairIntegral_occupied_virtual {a b : ℝ} (ha : a < 0) (hb : 0 < b) :
    pairIntegral a b = 1 / ((a : ℂ) - b) ∧ pairIntegral b a = 1 / ((a : ℂ) - b) := by
  have hab : a ≠ b := (ha.trans hb).ne
  have hab' : (a : ℂ) - b ≠ 0 := sub_ne_zero.2 (by exact_mod_cast hab)
  have h1 : pairIntegral a b = 1 / ((a : ℂ) - b) := by
    rw [pairIntegral_of_ne ha.ne hb.ne' hab, Real.sign_of_neg ha, Real.sign_of_pos hb]
    push_cast
    field_simp
    norm_num
  have h2 : (fun w => propagator b w * propagator a w) =
      fun w => propagator a w * propagator b w := funext fun w => mul_comm _ _
  refine ⟨h1, ?_⟩
  rw [← h1, pairIntegral, pairIntegral, h2]
```

## The orbital sum and the OEP condition

When the terms of same-sign pairs vanish, splitting a double sum by the signs of the energies leaves each occupied–virtual pair in its two orders.

```lean
/-- If no orbital lies at the chemical potential, a double sum over orbitals whose terms vanish for
pairs on the same side of the chemical potential is a sum over occupied-virtual pairs. -/
theorem sum_occupied_virtual {ι : Type*} [Fintype ι] {e : ι → ℝ} (he : ∀ p, e p ≠ 0)
    (T : ι → ι → ℂ) (hT : ∀ p q, 0 < e p * e q → T p q = 0) :
    ∑ p, ∑ q, T p q = ∑ i with e i < 0, ∑ a with 0 < e a, (T i a + T a i) := by
  have hc : ∑ p, ∑ q, (if e q < 0 ∧ 0 < e p then T p q else 0) =
      ∑ i, ∑ a, (if e i < 0 ∧ 0 < e a then T a i else 0) := Finset.sum_comm
  calc ∑ p, ∑ q, T p q
      = ∑ p, ∑ q, ((if e p < 0 ∧ 0 < e q then T p q else 0) +
          (if e q < 0 ∧ 0 < e p then T p q else 0)) := by
        refine Finset.sum_congr rfl fun p _ => Finset.sum_congr rfl fun q _ => ?_
        rcases lt_or_gt_of_ne (he p) with hp | hp <;> rcases lt_or_gt_of_ne (he q) with hq | hq
        · simp [hT p q (mul_pos_of_neg_of_neg hp hq)]
        · simp [hp, hq, hq.le]
        · simp [hp, hq, hp.le]
        · simp [hT p q (mul_pos hp hq)]
    _ = ∑ i, ∑ a, (if e i < 0 ∧ 0 < e a then T i a + T a i else 0) := by
        simp only [Finset.sum_add_distrib]
        rw [hc]
        simp only [← Finset.sum_add_distrib]
        refine Finset.sum_congr rfl fun i _ => Finset.sum_congr rfl fun a _ => ?_
        split_ifs <;> simp
    _ = _ := by
        rw [Finset.sum_filter]
        refine Finset.sum_congr rfl fun i _ => ?_
        by_cases hi : e i < 0
        · rw [if_pos hi, Finset.sum_filter]
          exact Finset.sum_congr rfl fun a _ => by simp only [hi, true_and]
        · simp [hi]
```

Integrability permits exchanging the integral with the finite sums; the pair values then finish the calculation. The hypothesis `he` excludes orbitals at the chemical potential.

```lean
/-- If no orbital lies at the chemical potential, the linearised Sham-Schlüter integral is a sum
over occupied-virtual pairs, each divided by its orbital energy difference. -/
theorem shamSchlueter_eq {ι X : Type*} [Fintype ι] {e : ι → ℝ} (he : ∀ p, e p ≠ 0)
    (φ : ι → X → ℂ) (D : Matrix ι ι ℂ) (r : X) :
    shamSchlueter e φ D r = ∑ i with e i < 0, ∑ a with 0 < e a,
      (φ i r * D i a * conj (φ a r) + φ a r * D a i * conj (φ i r)) / ((e i : ℂ) - e a) := by
  have hint : ∀ p q, Integrable (fun w : ℝ =>
      φ p r * D p q * conj (φ q r) * (propagator (e p) w * propagator (e q) w)) :=
    fun p q => (integrable_propagator_mul (he p) (he q)).const_mul _
  -- exchange the frequency integral with the orbital sums
  have hexp : shamSchlueter e φ D r =
      ∑ p, ∑ q, φ p r * D p q * conj (φ q r) * pairIntegral (e p) (e q) := by
    rw [shamSchlueter, MeasureTheory.integral_finsetSum _
      (fun p _ => MeasureTheory.integrable_finsetSum _ fun q _ => hint p q), Finset.mul_sum]
    refine Finset.sum_congr rfl fun p _ => ?_
    rw [MeasureTheory.integral_finsetSum _ (fun q _ => hint p q), Finset.mul_sum]
    refine Finset.sum_congr rfl fun q _ => ?_
    rw [integral_const_mul, pairIntegral]
    ring
  rw [hexp, sum_occupied_virtual he _ fun p q h => by rw [pairIntegral_same_sign h, mul_zero]]
  refine Finset.sum_congr rfl fun i hi => Finset.sum_congr rfl fun a ha => ?_
  obtain ⟨h1, h2⟩ := pairIntegral_occupied_virtual
    (Finset.mem_filter.1 hi).2 (Finset.mem_filter.1 ha).2
  rw [h1, h2]
  ring
```

The last theorem identifies the second term of each pair as the conjugate of the first. It is an equivalence at one point $r$ for a given `D`; it does not establish that a local potential satisfying the equation at every point exists.

```lean
/-- For a Hermitian perturbation and no orbital at the chemical potential, the linearised
Sham-Schlüter integral vanishes at `r` exactly when the real part of the OEP sum over
occupied-virtual pairs vanishes at `r`. -/
theorem shamSchlueter_eq_zero_iff_oep {ι X : Type*} [Fintype ι] {e : ι → ℝ}
    (he : ∀ p, e p ≠ 0) (φ : ι → X → ℂ) {D : Matrix ι ι ℂ} (hD : D.IsHermitian) (r : X) :
    shamSchlueter e φ D r = 0 ↔
      (∑ i with e i < 0, ∑ a with 0 < e a,
        φ i r * D i a * conj (φ a r) / ((e i : ℂ) - e a)).re = 0 := by
  have h : shamSchlueter e φ D r = ((2 * (∑ i with e i < 0, ∑ a with 0 < e a,
      φ i r * D i a * conj (φ a r) / ((e i : ℂ) - e a)).re : ℝ) : ℂ) := by
    rw [shamSchlueter_eq he, ← Complex.add_conj, map_sum, ← Finset.sum_add_distrib]
    refine Finset.sum_congr rfl fun i _ => ?_
    rw [map_sum, ← Finset.sum_add_distrib]
    refine Finset.sum_congr rfl fun a _ => ?_
    -- the two orderings of a pair are complex conjugates
    have hd : D a i = conj (D i a) := (hD.apply a i).symm
    rw [hd]
    simp only [map_mul, map_div₀, map_sub, Complex.conj_ofReal, Complex.conj_conj]
    ring
  rw [h, Complex.ofReal_eq_zero, mul_eq_zero]
  exact or_iff_right two_ne_zero

end

end ShamSchlueterFrequency
```

Hermiticity is needed. Take two orbitals with energies $-1$ and $1$, both equal to $1$ at $r$, and let $D_{ia}=1$, $D_{ai}=-1$, with zero diagonal. The two terms cancel and $S(r)=0$, yet the real part in the OEP condition is $-1/2$.

```lean
#print axioms ShamSchlueterFrequency.shamSchlueter_eq_zero_iff_oep
```

```
'ShamSchlueterFrequency.shamSchlueter_eq_zero_iff_oep' depends on axioms: [propext, Classical.choice, Quot.sound]
```
